# The Hilbert space of a Rydberg ring with perfect nearest-neighbour blockade has dimension $F_{N-1}+F_{N+1}$

Place $N$ atoms on a ring and let each be either in its ground state, written 0, or in a Rydberg state, written 1. Two neighbouring Rydberg atoms interact so strongly that a laser tuned to excite a single atom is far off resonance for exciting the pair. In the idealised limit, configurations with two adjacent excitations are removed altogether, while more distant atoms do not constrain each other. How many dimensions remain of the original $2^N$?

The answer is the number of bit strings of length $N$ that have no two adjacent ones when closed into a ring. With the convention that the site of a one-site ring is its own neighbour, this number is, for every $N\ge 1$,

$$D_N=\operatorname{Tr}\begin{pmatrix}1&1\\1&0\end{pmatrix}^{N}=F_{N-1}+F_{N+1},$$

where $F_0=0$, $F_1=1$ and $F_{k+2}=F_{k+1}+F_k$ are the Fibonacci numbers. In an exact diagonalisation under this perfect nearest-neighbour constraint, $D_N$ is the length of the state vector before any lattice symmetry is used.

## Summing over an open chain

The transfer-matrix part of the argument needs neither two-level atoms nor weights 0 and 1. Let each site have a finite set `α` of states, and let the bond weights lie in a commutative semiring `R`, which covers natural, real and complex numbers alike.

```lean
import Mathlib

open Matrix

namespace RydbergRing

noncomputable section

variable {α R : Type*} [Fintype α] [CommSemiring R]
```

Configurations of $n+1$ sites are functions $s$ from `Fin (n + 1)`, the labels $0,\dots,n$, to `α`. A sum over them can be carried out by fixing the first state $a$ and summing over the remaining $n$ states $t$:

$$\sum_s f(s)=\sum_a\sum_t f(a,t_0,\dots,t_{n-1}).$$

In Lean, `Fin.cons a t` puts $a$ in front of $t$. The proof writes down the bijection between pairs $(a,t)$ and configurations $s$, and transports the sum along it.

```lean
/-- A sum over configurations of a chain splits into a sum over the first site and a sum
over the remaining sites. -/
theorem sum_first_site {n : ℕ} (f : (Fin (n + 1) → α) → R) :
    ∑ s, f s = ∑ a : α, ∑ t : Fin n → α, f (Fin.cons a t : Fin (n + 1) → α) := by
  let e : α × (Fin n → α) ≃ (Fin (n + 1) → α) :=
    { toFun := fun p => (Fin.cons p.1 p.2 : Fin (n + 1) → α)
      invFun := fun s => (s 0, fun i => s i.succ)
      left_inv := fun p => rfl
      right_inv := fun s => by
        funext i
        refine Fin.cases ?_ (fun j => ?_) i <;> rfl }
  rw [← Fintype.sum_prod_type' (f := fun a t => f (Fin.cons a t : Fin (n + 1) → α))]
  exact (Fintype.sum_equiv e _ _ (fun _ => rfl)).symm
```

Now let $T$ be a matrix of bond weights and $h$ any function of the two end states. The claim is

$$\sum_{s}\Big(\prod_{i=0}^{n-1}T_{s_i s_{i+1}}\Big)h(s_0,s_n)=\sum_{a,b}(T^n)_{ab}\,h(a,b).$$

For $n=0$ there is one site and no bond. The two ends coincide, and $T^0$ is the identity matrix, so both sides are $\sum_a h(a,a)$.

For the step from $n$ to $n+1$, fix the first state $a$ and call the others $t_0,\dots,t_n$. The first bond contributes $T_{a t_0}$, which depends only on an end state of the shorter chain. It can therefore be absorbed into a new boundary function $h_a(x,b)=T_{ax}h(a,b)$. The induction hypothesis for $h_a$ gives

$$\sum_{x,b}(T^n)_{xb}\,T_{ax}\,h(a,b)=\sum_b (T^{n+1})_{ab}\,h(a,b),$$

and summing over $a$ completes the step. Since the boundary function changes along the way, the induction is over a statement that holds for all $h$. The three lines of the `calc` block are the absorption, the induction hypothesis and the matrix product. In the code, `i.castSucc` and `i.succ` are the left and right ends of bond $i$.

```lean
variable [DecidableEq α]

/-- Summing the bond weights of an open chain of `n + 1` sites, with any function `h` of the
two end states, gives the entries of the `n`-th power of the transfer matrix. -/
theorem sum_open_chain (T : Matrix α α R) (n : ℕ) : ∀ h : α → α → R,
    ∑ s : Fin (n + 1) → α,
      (∏ i : Fin n, T (s i.castSucc) (s i.succ)) * h (s 0) (s (Fin.last n)) =
    ∑ a, ∑ b, (T ^ n) a b * h a b := by
  induction n with
  | zero =>
    intro h
    rw [sum_first_site]
    simp [Matrix.one_apply]
  | succ n ih =>
    intro h
    rw [sum_first_site]
    refine Finset.sum_congr rfl fun a _ => ?_
    -- split off the first bond and absorb it into the boundary function
    calc _ = ∑ t : Fin (n + 1) → α, (∏ i : Fin n, T (t i.castSucc) (t i.succ)) *
            (T a (t 0) * h a (t (Fin.last n))) := by
          refine Finset.sum_congr rfl fun t _ => ?_
          rw [Fin.prod_univ_succ]
          change (T a (t 0) * ∏ i : Fin n, T (t i.castSucc) (t i.succ)) *
            h a (t (Fin.last n)) = _
          ring
      _ = ∑ x, ∑ b, (T ^ n) x b * (T a x * h a b) := ih (fun x b => T a x * h a b)
      _ = ∑ b, (T ^ (n + 1)) a b * h a b := by
          rw [Finset.sum_comm]
          refine Finset.sum_congr rfl fun b _ => ?_
          rw [pow_succ', Matrix.mul_apply, Finset.sum_mul]
          exact Finset.sum_congr rfl fun x _ => by ring
```

## Closing the ring

A ring of $N=n+1$ sites has one more bond, from site $n$ back to site 0. Choosing $h(a,b)=T_{ba}$ inserts its weight:

$$\sum_s\prod_{i=0}^{n}T_{s_i s_{i+1}}=\sum_{a,b}(T^n)_{ab}T_{ba}=\operatorname{Tr}T^{n+1},$$

with $s_{n+1}=s_0$ on the left. Addition in `Fin (n + 1)` is cyclic, so the expression `s (i + 1)` already contains the periodic boundary condition. The proof splits off the last factor of the product, uses `Fin.last_add_one` to identify the site after the last one with site 0, and applies the open-chain identity.

```lean
/-- The trace of the `N`-th power of a transfer matrix, `N = n + 1`, is the sum over all
configurations of a ring of `N` sites of the product of the bond weights. -/
theorem trace_pow_eq_sum_ring (T : Matrix α α R) (n : ℕ) :
    (T ^ (n + 1)).trace = ∑ s : Fin (n + 1) → α, ∏ i, T (s i) (s (i + 1)) := by
  symm
  calc _ = ∑ s : Fin (n + 1) → α,
        (∏ i : Fin n, T (s i.castSucc) (s i.succ)) * T (s (Fin.last n)) (s 0) := by
        -- the last bond closes the ring
        refine Finset.sum_congr rfl fun s _ => ?_
        rw [Fin.prod_univ_castSucc, Fin.last_add_one]
        simp only [Fin.coeSucc_eq_succ]
    _ = ∑ a, ∑ b, (T ^ n) a b * T b a := sum_open_chain T n (fun a b => T b a)
    _ = _ := by simp only [Matrix.trace, Matrix.diag_apply, pow_succ, Matrix.mul_apply]
```

## Blockade weights

For the Rydberg ring, a bond has weight 0 if both of its atoms are excited and weight 1 otherwise. With rows and columns ordered as 0, 1, this is

$$T=\begin{pmatrix}1&1\\1&0\end{pmatrix}.$$

Its entries are taken as natural numbers, because they will be used for counting.

```lean
/-- The transfer matrix of the nearest-neighbour blockade: weight 0 for two adjacent
excitations and weight 1 for every other bond. -/
def blockadeMatrix : Matrix (Fin 2) (Fin 2) ℕ := !![1, 1; 1, 0]
```

A configuration is allowed when no site $i$ has $s_i=s_{i+1}=1$.

```lean
/-- A configuration of the ring is blockaded if no site `i` is excited together with its cyclic
successor `i + 1`. On a ring of one site, the site is its own successor. -/
def Blockaded {n : ℕ} (s : Fin (n + 1) → Fin 2) : Prop :=
  ∀ i, ¬ (s i = 1 ∧ s (i + 1) = 1)
```

This convention also settles the smallest rings. For $N=1$ the site is its own neighbour, so only the string 0 is allowed and $D_1=1$; a single isolated atom would of course keep both of its states. For $N=2$ the same pair is joined by two bonds, which forbids 11 twice and leaves $D_2=3$.

The condition concerns finitely many sites and can be decided for each configuration, which allows it to appear in an `if` and in a count.

```lean
instance {n : ℕ} (s : Fin (n + 1) → Fin 2) : Decidable (Blockaded s) := by
  unfold Blockaded
  infer_instance
```

The product of the weights around the ring is the indicator function of the constraint. If $s$ is allowed, every factor is 1. If it is not, some bond joins two excitations, and its factor 0 makes the product vanish. The proof first checks the four matrix entries and then treats these two cases.

```lean
/-- The product of the blockade weights around the ring is 1 for a blockaded configuration
and 0 for any other. -/
theorem prod_blockade {n : ℕ} (s : Fin (n + 1) → Fin 2) :
    ∏ i, blockadeMatrix (s i) (s (i + 1)) = if Blockaded s then 1 else 0 := by
  have entry : ∀ a b : Fin 2, blockadeMatrix a b = if a = 1 ∧ b = 1 then 0 else 1 := by
    intro a b
    fin_cases a <;> fin_cases b <;> rfl
  by_cases h : Blockaded s
  · rw [if_pos h]
    exact Finset.prod_eq_one fun i _ => by rw [entry, if_neg (h i)]
  · rw [if_neg h]
    obtain ⟨i, hi⟩ := not_forall.mp h
    exact Finset.prod_eq_zero (Finset.mem_univ i) (by rw [entry, if_pos (not_not.mp hi)])
```

## Fibonacci numbers in the powers of $T$

The powers of the blockade matrix are

$$T^{n+1}=\begin{pmatrix}F_{n+2}&F_{n+1}\\F_{n+1}&F_n\end{pmatrix}.$$

For $n=0$ this is $T$ itself. Multiplying by $T$ from the right gives

$$T^{n+2}=\begin{pmatrix}F_{n+2}+F_{n+1}&F_{n+2}\\F_{n+1}+F_n&F_{n+1}\end{pmatrix}=\begin{pmatrix}F_{n+3}&F_{n+2}\\F_{n+2}&F_{n+1}\end{pmatrix}.$$

The proof expresses the Fibonacci numbers through $F_n$ and $F_{n+1}$, compares the four entries, and leaves the remaining linear arithmetic to `omega`.

```lean
/-- The powers of the blockade transfer matrix have Fibonacci numbers as entries. -/
theorem blockadeMatrix_pow (n : ℕ) : blockadeMatrix ^ (n + 1) =
    !![Nat.fib (n + 2), Nat.fib (n + 1); Nat.fib (n + 1), Nat.fib n] := by
  induction n with
  | zero => simp [blockadeMatrix]
  | succ n ih =>
    have h0 : Nat.fib (n + 2) = Nat.fib n + Nat.fib (n + 1) := Nat.fib_add_two
    have h1 : Nat.fib (n + 1 + 1) = Nat.fib n + Nat.fib (n + 1) := Nat.fib_add_two
    have h2 : Nat.fib (n + 1 + 2) = Nat.fib (n + 1) + (Nat.fib n + Nat.fib (n + 1)) := by
      rw [← h1]
      exact Nat.fib_add_two
    rw [pow_succ, ih]
    simp only [h0, h2]
    ext i j
    fin_cases i <;> fin_cases j <;>
      simp [blockadeMatrix, Matrix.mul_apply, Fin.sum_univ_succ] <;> omega
```

The count now follows. Summing the indicator over all configurations gives the number of allowed ones, and by the ring identity this sum is the trace:

$$\#\{s\ \text{allowed}\}=\sum_s\prod_i T_{s_i s_{i+1}}=\operatorname{Tr}T^{n+1}=F_n+F_{n+2}.$$

With $N=n+1$ the right-hand side is $F_{N-1}+F_{N+1}$. Writing the theorem in terms of $n$ builds in $N\ge1$ and avoids subtraction of natural numbers. Its two parts are the two equalities: count equals trace, and trace equals the Fibonacci sum.

```lean
/-- On a ring of `N = n + 1` sites, the number of blockaded configurations is the trace of
the `N`-th power of the transfer matrix, and this trace is `F_(N-1) + F_(N+1)`. -/
theorem card_blockaded (n : ℕ) :
    Fintype.card {s : Fin (n + 1) → Fin 2 // Blockaded s} = (blockadeMatrix ^ (n + 1)).trace ∧
    (blockadeMatrix ^ (n + 1)).trace = Nat.fib n + Nat.fib (n + 2) := by
  constructor
  · rw [trace_pow_eq_sum_ring, Fintype.card_subtype, Finset.card_filter]
    exact Finset.sum_congr rfl fun s _ => (prod_blockade s).symm
  · rw [blockadeMatrix_pow, Matrix.trace_fin_two_of, add_comm]
```

## From strings to wavefunctions

A state of the full ring assigns a complex amplitude $\psi(s)$ to each of the $2^N$ configurations. The blockaded states are those with $\psi(s)=0$ whenever $s$ contains two adjacent excitations. Sums and scalar multiples of such functions satisfy the same condition, so they form a complex subspace.

```lean
/-- The state space of the blockaded ring, as a complex vector space: wavefunctions whose amplitude
vanishes on every configuration in which some site `i` and its cyclic successor `i + 1` are both
excited. -/
def blockadeSpace (n : ℕ) : Submodule ℂ ((Fin (n + 1) → Fin 2) → ℂ) where
  carrier := {ψ | ∀ i s, s i = 1 ∧ s (i + 1) = 1 → ψ s = 0}
  add_mem' := by
    intro ψ φ hψ hφ i s h
    simp [hψ i s h, hφ i s h]
  zero_mem' := fun _ _ _ => rfl
  smul_mem' := by
    intro c ψ hψ i s h
    simp [hψ i s h]
```

The definition uses only the linear structure, which is all that a dimension requires; no inner product or Hamiltonian enters. A finite interaction strength, which would leave some amplitude on the forbidden configurations, and a blockade reaching beyond nearest neighbours are not described by this space.

A blockaded wavefunction is determined by its amplitudes on the allowed configurations, and these can be chosen freely. Restriction to the allowed configurations is linear, and its inverse extends a set of amplitudes by zero. Extending after restricting returns $\psi$, because $\psi$ already vanished on the forbidden configurations; this is the case distinction in `left_inv`.

```lean
/-- A wavefunction of the blockaded ring is the same as a free choice of amplitudes on the
blockaded configurations. -/
def amplitudes (n : ℕ) :
    blockadeSpace n ≃ₗ[ℂ] ({s : Fin (n + 1) → Fin 2 // Blockaded s} → ℂ) where
  toFun ψ := fun s => ψ.1 s.1
  map_add' _ _ := rfl
  map_smul' _ _ := rfl
  invFun f := ⟨fun s => if h : Blockaded s then f ⟨s, h⟩ else 0,
    fun i _ h => dif_neg (fun hb => hb i h)⟩
  left_inv := by
    intro ψ
    apply Subtype.ext
    funext s
    change (if _h : Blockaded s then ψ.1 s else 0) = ψ.1 s
    by_cases h : Blockaded s
    · rw [dif_pos h]
    · obtain ⟨i, hi⟩ := not_forall.mp h
      rw [dif_neg h, ψ.2 i s (not_not.mp hi)]
  right_inv := by
    intro f
    funext s
    exact dif_pos s.2
```

The subspace therefore has as many dimensions as there are allowed strings. `Module.finrank ℂ` is the dimension over the complex numbers, and the proof chains the linear equivalence with the two equalities of `card_blockaded`.

```lean
/-- The state space of the blockaded ring of `N = n + 1` sites has complex dimension `F_(N-1) +
F_(N+1)`. -/
theorem finrank_blockadeSpace (n : ℕ) :
    Module.finrank ℂ (blockadeSpace n) = Nat.fib n + Nat.fib (n + 2) := by
  rw [(amplitudes n).finrank_eq, Module.finrank_fintype_fun_eq_card,
    (card_blockaded n).1, (card_blockaded n).2]
```

The dimensions inherit the Fibonacci recurrence. For $N=n+1$,

$$D_{N+2}=F_{N+1}+F_{N+3}=(F_N+F_{N-1})+(F_{N+2}+F_{N+1})=D_{N+1}+D_N.$$

Starting from $D_1=1$ and $D_2=3$, this gives $D_3=4$ and $D_4=7$. The value 4 is easily confirmed: on three sites every pair is adjacent, so the allowed strings are 000, 100, 010 and 001. In Lean, the three dimensions are replaced by their Fibonacci expressions, and `omega` combines two instances of the Fibonacci rule.

```lean
/-- For a blockaded ring of at least three sites, the dimension of the state space is the sum of the
dimensions for the rings with one and with two sites fewer. -/
theorem finrank_recurrence (n : ℕ) :
    Module.finrank ℂ (blockadeSpace (n + 2)) =
      Module.finrank ℂ (blockadeSpace (n + 1)) + Module.finrank ℂ (blockadeSpace n) := by
  rw [finrank_blockadeSpace, finrank_blockadeSpace, finrank_blockadeSpace]
  have h1 : Nat.fib (n + 2) = Nat.fib n + Nat.fib (n + 1) := Nat.fib_add_two
  have h2 : Nat.fib (n + 2 + 2) = Nat.fib (n + 2) + Nat.fib (n + 1 + 2) := Nat.fib_add_two
  omega

end

end RydbergRing
```

```lean
#print axioms RydbergRing.finrank_blockadeSpace
#print axioms RydbergRing.finrank_recurrence
```

```
'RydbergRing.finrank_blockadeSpace' depends on axioms: [propext, Classical.choice, Quot.sound]
'RydbergRing.finrank_recurrence' depends on axioms: [propext, Classical.choice, Quot.sound]
```
